# Masked recursion in a fragment yields polynomials of the fragment Hamiltonian

Suppose a code builds a column of $p(H)$, for a polynomial $p$ and a Hamiltonian matrix $H$, by repeated multiplication, and after each step deletes the amplitudes outside a fragment $S$ (core plus halo). The result is in general not a column of $p(H)$, even at sites inside $S$. Unless one knows what it is instead, a deviation from the full calculation could be truncation or a bug. For a start at a site $i\in S$, it is exactly column $i$ of $p(H_{SS})$, where $H_{SS}$ is $H$ restricted to $S$.

In Lean 4 with Mathlib:

```lean
import Mathlib

open Matrix Finset

namespace MaskedFragmentRecursion

variable {n R : Type*} [Fintype n] [DecidableEq n] [CommRing R]
```

The sites form a finite type `n`. The matrix entries lie in a commutative ring `R`, for example the real or complex numbers; $H$ need not be Hermitian.

```lean
/-- The Hamiltonian restricted to the sites of the fragment `S` (core plus halo). -/
def fragment (H : Matrix n n R) (S : Finset n) : Matrix S S R :=
  H.submatrix (fun a => (a : n)) (fun a => (a : n))
```

This is $H_{SS}$. An index of type `S` is a site together with a proof that it lies in $S$, which is why site $i$ later appears as `⟨i, hi⟩`.

```lean
/-- The diagonal indicator of `S`: it keeps amplitudes on `S` and deletes all others. -/
def mask (S : Finset n) : Matrix n n R :=
  Matrix.diagonal (fun a => if a ∈ S then 1 else 0)
```

This is the diagonal matrix $D$, with $D_{aa}=1$ for $a\in S$ and $0$ otherwise.

```lean
/-- The masked recursion: start from the unit vector at site `i`, then repeatedly apply
the full Hamiltonian and delete the amplitudes outside `S`. -/
def maskedVec (H : Matrix n n R) (S : Finset n) (i : n) : ℕ → n → R
  | 0 => Pi.single i 1
  | k + 1 => mask S *ᵥ (H *ᵥ maskedVec H S i k)
```

In ordinary notation, $v_0=e_i$ (the unit vector at $i$) and $v_{k+1}=DHv_k$. The symbol `*ᵥ` multiplies a matrix by a vector.

```lean
/-- The combination of the masked vectors with the coefficients of the polynomial `p`. -/
noncomputable def maskedColumn (H : Matrix n n R) (S : Finset n) (i : n)
    (p : Polynomial R) : n → R :=
  ∑ k ∈ range (p.natDegree + 1), p.coeff k • maskedVec H S i k
```

For $p(x)=\sum_k c_kx^k$ this is $\sum_k c_kv_k$, with $k$ running from $0$ to the degree.

```lean
/-- Layer numbers `d` around site `i`: the site `i` is in layer zero, and `H` couples only
sites whose layers differ by at most one. -/
def IsLayering (H : Matrix n n R) (i : n) (d : n → ℕ) : Prop :=
  d i = 0 ∧ ∀ a b, H a b ≠ 0 → d a ≤ d b + 1 ∧ d b ≤ d a + 1
```

Each site $a$ has a layer number $d(a)$, with $d(i)=0$. A nonzero $H_{ab}$ requires $|d(a)-d(b)|\le1$. This expresses finite-range hopping: one application of $H$ moves amplitude by at most one layer.

## What the masked vectors are

```lean
/-- One masked step, site by site: hopping into `S` is kept, hopping out of `S` is deleted. -/
theorem maskedVec_succ_apply (H : Matrix n n R) (S : Finset n) (i : n) (k : ℕ) (a : n) :
    maskedVec H S i (k + 1) a =
      if a ∈ S then ∑ b, H a b * maskedVec H S i k b else 0 := by
  change ((mask S : Matrix n n R) *ᵥ (H *ᵥ maskedVec H S i k)) a = _
  rw [mask, Matrix.mulVec_diagonal]
  split_ifs <;> simp [Matrix.mulVec, dotProduct]
```

Entry by entry, $v_{k+1}(a)=\sum_b H_{ab}v_k(b)$ for $a\in S$, and $0$ otherwise. The proof unfolds the diagonal mask and treats the two cases.

```lean
/-- Started inside `S`, the masked recursion never has amplitude outside `S`. -/
theorem maskedVec_outside (H : Matrix n n R) {S : Finset n} {i : n} (hi : i ∈ S)
    (k : ℕ) {a : n} (ha : a ∉ S) : maskedVec H S i k a = 0 := by
  cases k with
  | zero =>
    have hne : a ≠ i := fun h => ha (h ▸ hi)
    simp [maskedVec, hne]
  | succ k => rw [maskedVec_succ_apply, if_neg ha]
```

For $a\notin S$, $v_0(a)=0$ because $a\ne i$, and every later vector has just been masked. The two `cases` branches say this.

```lean
/-- On `S`, the `k`-th masked vector is column `i` of the `k`-th power of the fragment
Hamiltonian. -/
theorem maskedVec_inside (H : Matrix n n R) {S : Finset n} {i : n} (hi : i ∈ S)
    (k : ℕ) (a : S) : maskedVec H S i k a = (fragment H S ^ k) a ⟨i, hi⟩ := by
  induction k generalizing a with
  | zero => simp [maskedVec, Matrix.one_apply, Pi.single_apply, Subtype.ext_iff]
  | succ k ih =>
    rw [maskedVec_succ_apply, if_pos a.2, pow_succ', Matrix.mul_apply]
    -- the sum over all sites collapses to the sites of the fragment
    have h1 : ∑ b ∈ S, H a b * maskedVec H S i k b = ∑ b, H a b * maskedVec H S i k b :=
      Finset.sum_subset (Finset.subset_univ S) (fun b _ hb => by
        rw [maskedVec_outside H hi k hb, mul_zero])
    rw [← h1, ← Finset.sum_coe_sort S (fun b => H a b * maskedVec H S i k b)]
    refine Finset.sum_congr rfl (fun b _ => ?_)
    rw [ih b]
    rfl
```

The claim is $v_k(a)=(H_{SS}^k)_{ai}$ for $a\in S$. At $k=0$ both sides are entries of the identity. For the step,
$$v_{k+1}(a)=\sum_b H_{ab}v_k(b)=\sum_{b\in S}H_{ab}(H_{SS}^k)_{bi}=(H_{SS}^{k+1})_{ai}.$$
The middle equality uses that $v_k$ vanishes outside $S$ (`h1`) and then the induction hypothesis `ih`.

```lean
/-- For every polynomial `p`, the masked recursion gives a vector that vanishes outside `S`
and on `S` equals column `i` of `p` evaluated at the fragment Hamiltonian. -/
theorem maskedColumn_eq_fragment (H : Matrix n n R) {S : Finset n} {i : n} (hi : i ∈ S)
    (p : Polynomial R) :
    (∀ a, a ∉ S → maskedColumn H S i p a = 0) ∧
    ∀ a : S, maskedColumn H S i p a = (Polynomial.aeval (fragment H S) p) a ⟨i, hi⟩ := by
  constructor
  · intro a ha
    simp only [maskedColumn, Finset.sum_apply, Pi.smul_apply]
    exact Finset.sum_eq_zero (fun k _ => by rw [maskedVec_outside H hi k ha, smul_zero])
  · intro a
    rw [Polynomial.aeval_eq_sum_range, Matrix.sum_apply]
    simp only [maskedColumn, Finset.sum_apply, Pi.smul_apply, Matrix.smul_apply]
    exact Finset.sum_congr rfl (fun k _ => by rw [maskedVec_inside H hi k a])
```

Multiplying by $c_k$ and summing gives zero outside $S$ and
$$\sum_k c_kv_k(a)=p(H_{SS})_{ai}\qquad(a\in S).$$
`Polynomial.aeval` evaluates a polynomial at a matrix. No layering is needed here.

By hand, the same induction also covers the Chebyshev recursion $w_0=e_i$, $w_1=DHe_i$, $w_{k+1}=2DHw_k-w_{k-1}$: on $S$, $w_k$ is column $i$ of $T_k(H_{SS})$. That variant is not formalised here.

## How far the fragment agrees with the full system

```lean
/-- In `k` applications of the Hamiltonian, amplitude from site `i` does not get beyond
layer `k`. -/
theorem pow_apply_eq_zero {H : Matrix n n R} {i : n} {d : n → ℕ} (hd : IsLayering H i d)
    (k : ℕ) {a : n} (ha : k < d a) : (H ^ k) a i = 0 := by
  induction k generalizing a with
  | zero =>
    have hne : a ≠ i := by
      rintro rfl
      have h0 := hd.1
      omega
    rw [pow_zero, Matrix.one_apply_ne hne]
  | succ k ih =>
    rw [pow_succ', Matrix.mul_apply]
    refine Finset.sum_eq_zero (fun b _ => ?_)
    by_cases hab : H a b = 0
    · rw [hab, zero_mul]
    · have h1 := (hd.2 a b hab).1
      rw [ih (by omega), mul_zero]
```

If $k<d(a)$, then $(H^k)_{ai}=0$. At $k=0$, $a\ne i$. For $k+1<d(a)$, expand $(H^{k+1})_{ai}=\sum_bH_{ab}(H^k)_{bi}$. Where $H_{ab}\ne0$, $d(b)\ge d(a)-1>k$, so the other factor vanishes.

```lean
/-- If `S` contains all layers up to `m`, the masked vector agrees with the full vector
`H ^ k e_i` at every site `a` for which `k` plus the layer of `a` is at most `2 m + 1`. -/
theorem maskedVec_eq_full {H : Matrix n n R} {S : Finset n} {i : n} {d : n → ℕ} {m : ℕ}
    (hd : IsLayering H i d) (hS : ∀ a, d a ≤ m → a ∈ S) (k : ℕ) {a : n}
    (hk : k + d a ≤ 2 * m + 1) : maskedVec H S i k a = (H ^ k) a i := by
  induction k generalizing a with
  | zero => simp [maskedVec, Matrix.one_apply, Pi.single_apply]
  | succ k ih =>
    rw [maskedVec_succ_apply]
    split_ifs with ha
    · rw [pow_succ', Matrix.mul_apply]
      refine Finset.sum_congr rfl (fun b _ => ?_)
      by_cases hab : H a b = 0
      · rw [hab, zero_mul, zero_mul]
      · have h1 := (hd.2 a b hab).2
        rw [ih (by omega)]
    · -- a deleted site lies too far out to have been reached
      have h1 : m < d a := not_le.mp (fun h => ha (hS a h))
      exact (pow_apply_eq_zero hd (k + 1) (by omega)).symm
```

Let $S$ contain all layers up to $m$. Then $v_k(a)=(H^k)_{ai}$ whenever $k+d(a)\le2m+1$. The case $k=0$ is immediate. For the step, assume $k+1+d(a)\le2m+1$.

- If $a\in S$, each $b$ with $H_{ab}\ne0$ has $d(b)\le d(a)+1$. Hence $k+d(b)\le2m+1$, and the induction hypothesis applies to every contributing term.
- If $a\notin S$, then $d(a)\ge m+1$, so $k+1\le m<d(a)$. The full amplitude is zero, as is the masked one.

The tactic `omega` does the integer arithmetic.

```lean
/-- If `S` contains all layers up to `m`, the fragment and the full system give the same
entry `(a, i)` of `p(H)` when the degree of `p` plus the layer of `a` is at most `2 m + 1`. -/
theorem fragment_eq_full {H : Matrix n n R} {S : Finset n} {i : n} {d : n → ℕ} {m : ℕ}
    (hd : IsLayering H i d) (hS : ∀ a, d a ≤ m → a ∈ S) (hi : i ∈ S)
    (p : Polynomial R) (a : S) (hp : p.natDegree + d a ≤ 2 * m + 1) :
    (Polynomial.aeval (fragment H S) p) a ⟨i, hi⟩ = (Polynomial.aeval H p) a i := by
  rw [← (maskedColumn_eq_fragment H hi p).2 a, Polynomial.aeval_eq_sum_range,
    Matrix.sum_apply]
  simp only [maskedColumn, Finset.sum_apply, Pi.smul_apply, Matrix.smul_apply]
  refine Finset.sum_congr rfl (fun k hk => ?_)
  have h1 := Finset.mem_range.mp hk
  rw [maskedVec_eq_full hd hS k (by omega)]
```

Summing over coefficients gives $p(H_{SS})_{ai}=p(H)_{ai}$ if $\deg p+d(a)\le2m+1$. The diagonal entry at $i$ is therefore exact through degree $2m+1$. In a finite, non-interacting tight-binding model with an orthonormal basis, this covers the site occupation when the Fermi function is replaced by one fixed polynomial, the same for fragment and full system. The error of that replacement is not estimated.

```lean
/-- The open chain of three sites with unit hopping between neighbours. -/
def chain3 : Matrix (Fin 3) (Fin 3) ℤ := !![0, 1, 0; 1, 0, 1; 0, 1, 0]
```

The sites are numbered $0,1,2$, and the entries are integers.

```lean
/-- On the three-site chain, the fragment of the first two sites contains all layers up to
`m = 1` around the end site, and the fourth power (degree `2 m + 2`) has diagonal entry `1`
at that site in the fragment but `2` in the full chain. -/
theorem chain3_sharp :
    IsLayering chain3 0 (fun a => (a : ℕ)) ∧
    (∀ a : Fin 3, (a : ℕ) ≤ 1 → a ∈ ({0, 1} : Finset (Fin 3))) ∧
    (fragment chain3 {0, 1} ^ 4) ⟨0, by decide⟩ ⟨0, by decide⟩ = 1 ∧
    (chain3 ^ 4) 0 0 = 2 := by
  have hlayer : ∀ a b : Fin 3, chain3 a b ≠ 0 →
      (a : ℕ) ≤ (b : ℕ) + 1 ∧ (b : ℕ) ≤ (a : ℕ) + 1 := by
    intro a b
    fin_cases a <;> fin_cases b <;> simp [chain3]
  refine ⟨⟨rfl, hlayer⟩, by decide, ?_, by decide +kernel⟩
  rw [← maskedVec_inside chain3 (S := {0, 1}) (i := 0) (by decide) 4 ⟨0, by decide⟩]
  decide +kernel

end MaskedFragmentRecursion
```

Take $i=0$, $S=\{0,1\}$ and $m=1$. The masked vectors alternate between $e_0$ and $e_1$, so $(H_{SS}^4)_{00}=1$. The full chain also has the path $0\to1\to2\to1\to0$, so $(H^4)_{00}=2$. Degree $4=2m+2$ thus already fails in this example. `decide +kernel` evaluates the finite arithmetic.

```lean
#print axioms MaskedFragmentRecursion.maskedColumn_eq_fragment
-- 'MaskedFragmentRecursion.maskedColumn_eq_fragment' depends on axioms: [propext, Classical.choice, Quot.sound]
#print axioms MaskedFragmentRecursion.fragment_eq_full
-- 'MaskedFragmentRecursion.fragment_eq_full' depends on axioms: [propext, Classical.choice, Quot.sound]
#print axioms MaskedFragmentRecursion.chain3_sharp
-- 'MaskedFragmentRecursion.chain3_sharp' depends on axioms: [propext, Classical.choice, Quot.sound]
```
